# With lagged friction, a Verlet oscillator decays from every start exactly when $h^2w^2+2hg<4$

A damped oscillator is integrated with the Verlet rule, and its first two positions are $1$ and $-1$. Where does the third one land? Let the oscillator have unit mass, frequency $w$ and friction rate $g$, let the time step be $h$, and take the friction force from the most recent velocity available, $(x_1-x_0)/h$. Then

$$x_2 = 2x_1 - x_0 - h^2w^2x_1 - hg(x_1-x_0) = h^2w^2 + 2hg - 3 .$$

If $h^2w^2+2hg=4$, the oscillator is back at $1$, and it will alternate for ever. If the sum is larger, it overshoots its starting point, although the exact motion of a damped oscillator dies out. Friction enters this sum with the same sign as the spring, so it helps to cause the failure. One step does not settle what happens below four; a discrete energy does.

```lean
import Mathlib

open Filter Topology

namespace LaggedFrictionVerlet

noncomputable section
```

## Friction from the lagged velocity

Verlet sets $x_{n+2}-2x_{n+1}+x_n$ equal to $h^2$ times the acceleration at $x_{n+1}$. With the spring term $-w^2x_{n+1}$ and the friction term $-g(x_{n+1}-x_n)/h$, this gives

$$x_{n+2}-2x_{n+1}+x_n=-h^2w^2x_{n+1}-hg(x_{n+1}-x_n).$$

The velocity is lagged because it belongs to the middle of the previous interval, half a step before the force is evaluated. Textbooks usually write $\omega$ and $\gamma$ for `w` and `g`. A trajectory is a real sequence `x : ℕ → ℝ` that obeys the rule for every `n`; its first two positions are free.

```lean
/-- The Verlet update of a harmonic oscillator of frequency `w` with time step `h`, where
the friction `g` acts on the lagged velocity `(x (n+1) - x n) / h`. -/
def IsTrajectory (g h w : ℝ) (x : ℕ → ℝ) : Prop :=
  ∀ n, x (n + 2) - 2 * x (n + 1) + x n
    = -h ^ 2 * w ^ 2 * x (n + 1) - h * g * (x (n + 1) - x n)
```

## An energy that friction can only lower

Write $a=h^2w^2$, $b=hg$ and $A=4-a-2b$, and define

$$E_n=A(x_{n+1}-x_n)^2+a(x_{n+1}+x_n)^2 .$$

For a smooth motion and small $h$ this is close to $8h^2$ times the usual energy $\tfrac12v^2+\tfrac12w^2x^2$, where $v$ is the velocity. The sign of $A$ is the stability condition.

```lean
/-- A discrete energy, quadratic in the difference and the sum of two successive positions. -/
def discreteEnergy (g h w : ℝ) (x : ℕ → ℝ) (n : ℕ) : ℝ :=
  (4 - h ^ 2 * w ^ 2 - 2 * h * g) * (x (n + 1) - x n) ^ 2
    + h ^ 2 * w ^ 2 * (x (n + 1) + x n) ^ 2
```

Two more definitions are needed later. The first continues the start $1,-1$ by the update rule solved for the newest position. Despite its name, `zigzag` need not keep alternating.

```lean
/-- The positions generated by the update rule from the start `1, -1`. -/
def zigzag (g h w : ℝ) : ℕ → ℝ
  | 0 => 1
  | 1 => -1
  | n + 2 => (2 - h ^ 2 * w ^ 2 - h * g) * zigzag g h w (n + 1)
      - (1 - h * g) * zigzag g h w n
```

The second is the bound on the time step. It is a strict bound: a step equal to `maxStep g w` is already too long.

```lean
/-- The time step `(√(g² + 4w²) - g) / w²`, for frequency `w ≠ 0`. -/
def maxStep (g w : ℝ) : ℝ := (√(g ^ 2 + 4 * w ^ 2) - g) / w ^ 2
```

To find the change of $E$, factor the differences of squares:

$$E_{n+1}-E_n=(x_{n+2}-x_n)\big[(4-2b)(x_{n+2}+x_n)-(8-4a-4b)x_{n+1}\big].$$

The update rule gives $(8-4a-4b)x_{n+1}=4(x_{n+2}+x_n)-4bx_n$. The bracket is therefore $-2b(x_{n+2}-x_n)$, and

$$E_{n+1}=E_n-2hg\,(x_{n+2}-x_n)^2 .$$

In Lean, `h2` solves the update rule for the newest position; after substitution, `ring` confirms the identity. No signs are assumed.

```lean
/-- Along a trajectory, the discrete energy changes in each step by `-2hg` times the squared
displacement over two time steps. -/
theorem energy_balance {g h w : ℝ} {x : ℕ → ℝ} (hx : IsTrajectory g h w x) (n : ℕ) :
    discreteEnergy g h w x (n + 1)
      = discreteEnergy g h w x n - 2 * h * g * (x (n + 2) - x n) ^ 2 := by
  have h2 : x (n + 2) = (2 - h ^ 2 * w ^ 2 - h * g) * x (n + 1) - (1 - h * g) * x n := by
    linear_combination hx n
  change (4 - h ^ 2 * w ^ 2 - 2 * h * g) * (x (n + 2) - x (n + 1)) ^ 2
      + h ^ 2 * w ^ 2 * (x (n + 2) + x (n + 1)) ^ 2
    = (4 - h ^ 2 * w ^ 2 - 2 * h * g) * (x (n + 1) - x n) ^ 2
      + h ^ 2 * w ^ 2 * (x (n + 1) + x n) ^ 2 - 2 * h * g * (x (n + 2) - x n) ^ 2
  rw [h2]
  ring
```

For $g,h>0$ the loss is nonnegative, so $E$ never increases. This is true on both sides of the stability limit.

```lean
/-- For positive friction and time step the discrete energy never increases along a
trajectory. -/
theorem energy_antitone {g h w : ℝ} (hg : 0 < g) (hh : 0 < h) {x : ℕ → ℝ}
    (hx : IsTrajectory g h w x) : Antitone (discreteEnergy g h w x) := by
  refine antitone_nat_of_succ_le fun n => ?_
  have hloss : 0 ≤ 2 * h * g * (x (n + 2) - x n) ^ 2 := by positivity
  linarith [energy_balance hx n]
```

## Inside the window the oscillator comes to rest

Let $a+2b<4$, so that $A>0$. Then $E_n\ge0$, and a nonincreasing sequence bounded below converges. The differences between successive energies therefore tend to zero, and by the energy balance so do the displacements over two steps, $d_n=x_{n+2}-x_n$.

That alone would allow the positions to settle at nonzero values. The spring rules this out. With $p=2-a-b$, two successive updates read

$$d_n=p\,x_{n+1}-(2-b)x_n,\qquad d_{n+1}-p\,d_n=p\,x_n-(2-b)x_{n+1}.$$

Multiplying the second equation by $p$ and eliminating $x_{n+1}$ with the first gives

$$p(d_{n+1}-p\,d_n)+(2-b)d_n=\big(p^2-(2-b)^2\big)x_n=-aA\,x_n .$$

Since $aA\neq0$, the position is a fixed combination of vanishing quantities, and $x_n\to0$.

The proof takes the same route. `hL` is the convergence of the energy, `hsq` the vanishing of $d_n^2$, and `hd` that of $d_n$, obtained through a square root. The limit of the combination is `h0`, and the last `linear_combination` performs the elimination. The conclusion `Tendsto x atTop (𝓝 0)` says that $x_n\to0$ as $n\to\infty$.

```lean
/-- For positive friction, time step and frequency with `h²w² + 2hg < 4`, every trajectory
comes to rest at the origin. -/
theorem decay_of_window {g h w : ℝ} (hg : 0 < g) (hh : 0 < h) (hw : 0 < w)
    (hwin : h ^ 2 * w ^ 2 + 2 * h * g < 4) {x : ℕ → ℝ} (hx : IsTrajectory g h w x) :
    Tendsto x atTop (𝓝 0) := by
  have hA : 0 < 4 - h ^ 2 * w ^ 2 - 2 * h * g := by linarith
  have hpos : ∀ n, 0 ≤ discreteEnergy g h w x n := fun n =>
    add_nonneg (mul_nonneg hA.le (sq_nonneg _)) (by positivity)
  -- the energy decreases and is bounded below, so it converges and the losses vanish
  have hL := tendsto_atTop_ciInf (energy_antitone hg hh hx)
    ⟨0, by rintro _ ⟨n, rfl⟩; exact hpos n⟩
  have hloss := (hL.sub (hL.comp (tendsto_add_atTop_nat 1))).div_const (2 * h * g)
  rw [sub_self, zero_div] at hloss
  have hsq : Tendsto (fun n => (x (n + 2) - x n) ^ 2) atTop (𝓝 0) := by
    refine hloss.congr fun n => ?_
    change (discreteEnergy g h w x n - discreteEnergy g h w x (n + 1)) / (2 * h * g) = _
    rw [energy_balance hx n, div_eq_iff (by positivity)]
    ring
  have hroot := hsq.sqrt
  rw [Real.sqrt_zero] at hroot
  have hd : Tendsto (fun n => x (n + 2) - x n) atTop (𝓝 0) :=
    squeeze_zero_norm (fun n => by rw [Real.sqrt_sq_eq_abs, Real.norm_eq_abs]) hroot
  have hd' : Tendsto (fun n => x (n + 3) - x (n + 1)) atTop (𝓝 0) :=
    hd.comp (tendsto_add_atTop_nat 1)
  -- the position is a fixed linear combination of these vanishing displacements
  have hc : -(h ^ 2 * w ^ 2 * (4 - h ^ 2 * w ^ 2 - 2 * h * g)) ≠ 0 :=
    neg_ne_zero.mpr (mul_pos (by positivity) hA).ne'
  have h0 := (((hd'.sub (hd.const_mul (2 - h ^ 2 * w ^ 2 - h * g))).const_mul
    (2 - h ^ 2 * w ^ 2 - h * g)).add (hd.const_mul (2 - h * g))).div_const
    (-(h ^ 2 * w ^ 2 * (4 - h ^ 2 * w ^ 2 - 2 * h * g)))
  simp only [mul_zero, sub_zero, add_zero, zero_div] at h0
  refine h0.congr fun n => ?_
  have h3 : x (n + 3) - 2 * x (n + 2) + x (n + 1)
      = -h ^ 2 * w ^ 2 * x (n + 2) - h * g * (x (n + 2) - x (n + 1)) := hx (n + 1)
  rw [div_eq_iff hc]
  linear_combination (2 - h ^ 2 * w ^ 2 - h * g) * h3 + (2 - h * g) * hx n
```

The hypothesis $g>0$ can't be weakened to $g\ge0$. With $g=0$ and $h=w=1$ the sum is $1<4$, but the rule becomes $x_{n+2}=x_{n+1}-x_n$, and the start $1,1$ repeats $1,1,0,-1,-1,0$ without decaying.

## At and beyond the limit, an opposite start survives

Now let $a+2b\ge4$ and $x_1=-x_0\neq0$.

At equality, $p=b-2$. If $x_n=-x_{n+1}$, the update gives

$$x_{n+2}=(b-2)x_{n+1}+(1-b)x_{n+1}=-x_{n+1},$$

so the sign flips in every step and the amplitude stays constant.

Beyond equality, $A<0$ and $E_0=4Ax_0^2<0$. If the positions tended to zero, so would $E_n$; a nonincreasing sequence with limit zero can't start below zero. Friction still lowers the energy, but here that keeps it away from the value it has at rest.

The two cases are the branches of `rcases`. The first proves `hflip` by induction and compares the constant $x_n^2$ with its supposed limit. The second uses `le_of_tendsto` to place the limit of the energy below its initial value, which contradicts `hneg`.

```lean
/-- For positive friction and time step with `h²w² + 2hg ≥ 4`, a trajectory whose first two
positions are opposite and nonzero does not tend to zero. -/
theorem no_decay_of_opposite_start {g h w : ℝ} (hg : 0 < g) (hh : 0 < h)
    (hout : 4 ≤ h ^ 2 * w ^ 2 + 2 * h * g) {x : ℕ → ℝ} (hx : IsTrajectory g h w x)
    (h1 : x 1 = -x 0) (h0 : x 0 ≠ 0) : ¬ Tendsto x atTop (𝓝 0) := by
  intro hlim
  rcases hout.eq_or_lt with heq | hlt
  · -- at the limit the position flips sign in every step
    have hflip : ∀ n, x (n + 1) = -x n := by
      intro n
      induction n with
      | zero => exact h1
      | succ n ih =>
        change x (n + 2) = -x (n + 1)
        linear_combination hx n - (1 - h * g) * ih + x (n + 1) * heq
    have hsq : ∀ n, x n ^ 2 = x 0 ^ 2 := by
      intro n
      induction n with
      | zero => rfl
      | succ n ih => rw [hflip n, neg_sq, ih]
    have hconst : Tendsto (fun _ : ℕ => x 0 ^ 2) atTop (𝓝 ((0 : ℝ) ^ 2)) :=
      (hlim.pow 2).congr hsq
    have hz : x 0 ^ 2 = (0 : ℝ) ^ 2 := tendsto_nhds_unique tendsto_const_nhds hconst
    exact pow_ne_zero 2 h0 (by linarith)
  · -- beyond the limit the energy starts negative and cannot rise to zero
    have hs : Tendsto (fun n => x (n + 1)) atTop (𝓝 0) :=
      hlim.comp (tendsto_add_atTop_nat 1)
    have hE : Tendsto (discreteEnergy g h w x) atTop
        (𝓝 ((4 - h ^ 2 * w ^ 2 - 2 * h * g) * (0 - 0) ^ 2
          + h ^ 2 * w ^ 2 * (0 + 0) ^ 2)) :=
      (((hs.sub hlim).pow 2).const_mul _).add (((hs.add hlim).pow 2).const_mul _)
    have hstart : (4 - h ^ 2 * w ^ 2 - 2 * h * g) * (0 - 0) ^ 2
          + h ^ 2 * w ^ 2 * (0 + 0) ^ 2
        ≤ (4 - h ^ 2 * w ^ 2 - 2 * h * g) * (x 1 - x 0) ^ 2
          + h ^ 2 * w ^ 2 * (x 1 + x 0) ^ 2 :=
      (energy_antitone hg hh hx).le_of_tendsto hE 0
    rw [h1] at hstart
    have hneg : (4 - h ^ 2 * w ^ 2 - 2 * h * g) * x 0 ^ 2 < 0 :=
      mul_neg_of_neg_of_pos (by linarith) (by positivity)
    nlinarith [hstart, hneg]
```

Such a start exists for every choice of parameters, since `zigzag` obeys the update rule by construction.

```lean
/-- The positions generated from the start `1, -1` obey the update rule. -/
theorem zigzag_isTrajectory (g h w : ℝ) : IsTrajectory g h w (zigzag g h w) := by
  intro n
  simp only [zigzag]
  ring
```

## The window and the longest time step

The two halves combine into the criterion: for $g,h,w>0$, all trajectories tend to zero if and only if $h^2w^2+2hg<4$. The quantifier over `x` includes every pair of initial positions. Outside the window the theorem supplies one trajectory that does not decay, and other starts may still do so. In the proof, `by_contra` assumes that the window condition fails and applies the previous result to `zigzag`.

```lean
/-- For positive friction, time step and frequency, every trajectory tends to zero
if and only if `h²w² + 2hg < 4`. -/
theorem all_decay_iff {g h w : ℝ} (hg : 0 < g) (hh : 0 < h) (hw : 0 < w) :
    (∀ x, IsTrajectory g h w x → Tendsto x atTop (𝓝 0))
      ↔ h ^ 2 * w ^ 2 + 2 * h * g < 4 := by
  constructor
  · intro hall
    by_contra hout
    exact no_decay_of_opposite_start hg hh (not_lt.mp hout) (zigzag_isTrajectory g h w)
      (by simp [zigzag]) (by simp [zigzag]) (hall _ (zigzag_isTrajectory g h w))
  · intro hwin x hx
    exact decay_of_window hg hh hw hwin hx
```

To solve the condition for $h$, complete the square:

$$g^2+4w^2-(hw^2+g)^2=w^2\big(4-h^2w^2-2hg\big).$$

The right-hand side is positive exactly inside the window. Because $hw^2+g>0$, this is the same as $hw^2+g<\sqrt{g^2+4w^2}$, or

$$h<\frac{\sqrt{g^2+4w^2}-g}{w^2}.$$

The identity is `key`, and `Real.lt_sqrt` turns the comparison with the root into one between squares.

```lean
/-- For positive friction, time step and frequency, every trajectory tends to zero
if and only if the time step is below `maxStep g w`. -/
theorem all_decay_iff_lt_maxStep {g h w : ℝ} (hg : 0 < g) (hh : 0 < h) (hw : 0 < w) :
    (∀ x, IsTrajectory g h w x → Tendsto x atTop (𝓝 0)) ↔ h < maxStep g w := by
  have hw2 : 0 < w ^ 2 := by positivity
  rw [all_decay_iff hg hh hw, maxStep, lt_div_iff₀ hw2, lt_sub_iff_add_lt,
    Real.lt_sqrt (by positivity)]
  -- complete the square in the time step
  have key : g ^ 2 + 4 * w ^ 2 - (h * w ^ 2 + g) ^ 2
      = w ^ 2 * (4 - (h ^ 2 * w ^ 2 + 2 * h * g)) := by ring
  constructor
  · intro H
    have := mul_pos hw2 (sub_pos.mpr H)
    linarith
  · intro H
    have hp : 0 < w ^ 2 * (4 - (h ^ 2 * w ^ 2 + 2 * h * g)) := by
      rw [← key]
      exact sub_pos.mpr H
    exact sub_pos.mp ((mul_pos_iff_of_pos_left hw2).mp hp)
```

Without friction, the familiar Verlet limit is $2/w$, where stability means bounded oscillation and not decay. The last theorem compares the two numbers. Since $(g+2w)^2=g^2+4w^2+4gw$, the root is smaller than $g+2w$, and the new bound is smaller than $2w/w^2=2/w$. For $w=1$ and $g=3/2$ it is $1$ instead of $2$.

```lean
/-- For positive friction and frequency, `maxStep g w` is strictly smaller than `2 / w`,
the Verlet limit without friction. -/
theorem maxStep_lt_verlet {g w : ℝ} (hg : 0 < g) (hw : 0 < w) : maxStep g w < 2 / w := by
  have hs : √(g ^ 2 + 4 * w ^ 2) < g + 2 * w := by
    rw [Real.sqrt_lt' (by positivity)]
    nlinarith [mul_pos hg hw]
  rw [maxStep, div_lt_div_iff₀ (by positivity) hw]
  nlinarith [mul_pos hw (sub_pos.mpr hs)]

end

end LaggedFrictionVerlet
```

```lean
#print axioms LaggedFrictionVerlet.no_decay_of_opposite_start
#print axioms LaggedFrictionVerlet.all_decay_iff_lt_maxStep
#print axioms LaggedFrictionVerlet.maxStep_lt_verlet
```

```
'LaggedFrictionVerlet.no_decay_of_opposite_start' depends on axioms: [propext, Classical.choice, Quot.sound]
'LaggedFrictionVerlet.all_decay_iff_lt_maxStep' depends on axioms: [propext, Classical.choice, Quot.sound]
'LaggedFrictionVerlet.maxStep_lt_verlet' depends on axioms: [propext, Classical.choice, Quot.sound]
```

For molecular dynamics with this friction scheme, the criterion gives a bound on the time step for a single harmonic mode without random forces. Carrying it over to a molecule takes further assumptions, which the theorems do not supply. If the forces are linearised about a minimum and the friction rate is the same for all normal modes, the criterion applies to each vibrational mode separately, and the fastest one sets the bound.
